# For finitely many distinct levels, the Cooper sum diverges to opposite infinities on either side of an unperturbed pair energy of positive degeneracy

The Cooper sum at pair energy E adds up d_j / (2e_j − E) over finitely many levels, where e_j is the energy of a level and d_j its pair degeneracy, both taken as real numbers. `cooperSum_pole` says that if the level energies are all distinct and d_k is positive for a chosen level k, the sum tends to minus infinity as E approaches 2e_k from above and to plus infinity as E approaches it from below. The other weights may be any real numbers, and neither a Hamiltonian nor a coupling strength enters the statement. The proof splits off the k-th term, shows that the rest of the sum has a finite limit at 2e_k, and gets the divergence from the inverse of 2e_k − E, which tends to zero through negative values in the first case and positive values in the second.

The failing Lean file:

```lean
import Mathlib

open Filter Topology Set

namespace CooperTrappedRoots

noncomputable section

/-- The Cooper sum `∑ d_k / (2 e_k - E)` over levels `e_k` with pair degeneracies `d_k`,
at pair energy `E`. -/
def cooperSum {m : ℕ} (d e : Fin m → ℝ) (E : ℝ) : ℝ :=
  ∑ k, d k / (2 * e k - E)

/-- For distinct levels, the Cooper sum tends to minus infinity just above an unperturbed
pair energy and to plus infinity just below it. -/
theorem cooperSum_pole {m : ℕ} {d e : Fin m → ℝ} (he : Function.Injective e)
    (k : Fin m) (hd : 0 < d k) :
    Tendsto (cooperSum d e) (𝓝[>] (2 * e k)) atBot ∧
      Tendsto (cooperSum d e) (𝓝[<] (2 * e k)) atTop := by
  -- separate the singular term from the regular remainder
  have hsplit : cooperSum d e = fun E => d k * (2 * e k - E)⁻¹ +
      ∑ j ∈ Finset.univ.erase k, d j / (2 * e j - E) := by
    funext E
    rw [← div_eq_mul_inv]
    exact (Finset.add_sum_erase _ (fun j => d j / (2 * e j - E)) (Finset.mem_univ k)).symm
  have hrest : Tendsto (fun E => ∑ j ∈ Finset.univ.erase k, d j / (2 * e j - E))
      (𝓝 (2 * e k)) (𝓝 (∑ j ∈ Finset.univ.erase k, d j / (2 * e j - 2 * e k))) := by
    refine tendsto_finset_sum _ fun j hj => ?_
    refine tendsto_const_nhds.div (tendsto_const_nhds.sub tendsto_id) ?_
    intro h
    exact he.ne (Finset.ne_of_mem_erase hj) (by linarith)
  have hzero : Tendsto (fun E : ℝ => 2 * e k - E) (𝓝 (2 * e k)) (𝓝 0) := by
    have h : Continuous (fun E : ℝ => 2 * e k - E) := by fun_prop
    simpa using h.tendsto (2 * e k)
  rw [hsplit]
  constructor
  · have h1 : Tendsto (fun E : ℝ => 2 * e k - E) (𝓝[>] (2 * e k)) (𝓝[<] 0) := by
      refine tendsto_nhdsWithin_iff.2 ⟨hzero.mono_left nhdsWithin_le_nhds, ?_⟩
      filter_upwards [self_mem_nhdsWithin] with E hE
      exact sub_neg.2 hE
    exact ((tendsto_inv_nhdsLT_zero.comp h1).const_mul_atBot hd).atBot_add
      (hrest.mono_left nhdsWithin_le_nhds)
  · have h1 : Tendsto (fun E : ℝ => 2 * e k - E) (𝓝[<] (2 * e k)) (𝓝[>] 0) := by
      refine tendsto_nhdsWithin_iff.2 ⟨hzero.mono_left nhdsWithin_le_nhds, ?_⟩
      filter_upwards [self_mem_nhdsWithin] with E hE
      exact sub_pos.2 hE
    exact ((tendsto_inv_nhdsGT_zero.comp h1).const_mul_atTop hd).atTop_add
      (hrest.mono_left nhdsWithin_le_nhds)

end

end CooperTrappedRoots
```

The compiler's answer:

```
Main.lean:28:11: warning: `tendsto_finset_sum` has been deprecated: Use `tendsto_finsetSum` instead
Main.lean:40:22: error: Application type mismatch: The argument
  hE
has type
  E ∈ Ioi (2 * e k)
but is expected to have type
  ?m.465 < ?m.466
in the application
  sub_neg.mpr hE
Main.lean:46:22: error: Application type mismatch: The argument
  hE
has type
  E ∈ Iio (2 * e k)
but is expected to have type
  ?m.600 < ?m.599
in the application
  sub_pos.mpr hE
```

What went wrong. Both errors come from the steps that fix the sign of 2e_k − E. In the first, `sub_neg.2` needs a strict inequality, but `hE` is given as the membership `E ∈ Ioi (2 * e k)`. This membership means 2e_k < E by definition, but Lean did not unfold it to match the expected inequality, whose two sides were still undetermined, as the `?m` placeholders show. The second error is the same with `sub_pos.2` and `E ∈ Iio (2 * e k)`.

The repair makes the conversions explicit. `mem_Ioi.1` and `mem_Iio.1` turn the two hypotheses into inequalities that the subtraction lemmas can take. The goals are memberships too, in `Iio 0` and `Ioi 0`, so `mem_Iio.2` and `mem_Ioi.2` turn the resulting inequalities back into the required form.

Replacing `tendsto_finset_sum` with `tendsto_finsetSum` only clears a deprecation warning and has no part in curing the errors.

This version goes through:

```diff
@@ -26,5 +26,5 @@
   have hrest : Tendsto (fun E => ∑ j ∈ Finset.univ.erase k, d j / (2 * e j - E))
       (𝓝 (2 * e k)) (𝓝 (∑ j ∈ Finset.univ.erase k, d j / (2 * e j - 2 * e k))) := by
-    refine tendsto_finset_sum _ fun j hj => ?_
+    refine tendsto_finsetSum _ fun j hj => ?_
     refine tendsto_const_nhds.div (tendsto_const_nhds.sub tendsto_id) ?_
     intro h
@@ -38,5 +38,5 @@
       refine tendsto_nhdsWithin_iff.2 ⟨hzero.mono_left nhdsWithin_le_nhds, ?_⟩
       filter_upwards [self_mem_nhdsWithin] with E hE
-      exact sub_neg.2 hE
+      exact mem_Iio.2 (sub_neg.2 (mem_Ioi.1 hE))
     exact ((tendsto_inv_nhdsLT_zero.comp h1).const_mul_atBot hd).atBot_add
       (hrest.mono_left nhdsWithin_le_nhds)
@@ -44,5 +44,5 @@
       refine tendsto_nhdsWithin_iff.2 ⟨hzero.mono_left nhdsWithin_le_nhds, ?_⟩
       filter_upwards [self_mem_nhdsWithin] with E hE
-      exact sub_pos.2 hE
+      exact mem_Ioi.2 (sub_pos.2 (mem_Iio.1 hE))
     exact ((tendsto_inv_nhdsGT_zero.comp h1).const_mul_atTop hd).atTop_add
       (hrest.mono_left nhdsWithin_le_nhds)
```
